# Ising ring in a field: the limiting free energy per spin is differentiable, with zero slope at zero field

How does a long closed chain of $N$ Ising spins respond to a field? Here site $i$ has the single forward neighbour $i+1$ modulo $N$ (`finRotate`), so two spins share two bonds and a lone spin couples to itself.

A configuration `s : Fin N → Bool` has spins $\sigma_i=\pm1$, given by `spin (s i)`, and total spin $S=\sum_i\sigma_i$. Its weight is $W=\exp(K\sum_i\sigma_i\sigma_{i+1}+hS)$, where $K$ and $h$ are the coupling and field energies divided by $k_BT$. Both are arbitrary real numbers, so antiferromagnetic coupling is included. $Z_N$ is the sum of all weights, and $-\log Z_N/N$ is the free energy per spin divided by $k_BT$. `magnetization` is the thermal average $M_N=\langle S\rangle$ of the whole ring, not per spin.

The bond weight $B(a,b)=e^{Kab+ha}$ is a transfer matrix with all the field energy on the first spin, hence not symmetric in general. With $R=\sqrt{\sinh^2h+e^{-4K}}$, `growth` is $\lambda=e^K(\cosh h+R)$, the textbook $\lambda_+$.

```lean
import Mathlib

open Filter Topology

namespace IsingRing

noncomputable section

/-- The value `+1` or `-1` of an Ising spin. -/
def spin (b : Bool) : ℝ := if b then 1 else -1

/-- The sum of all spins of a configuration. -/
def totalSpin {N : ℕ} (s : Fin N → Bool) : ℝ := ∑ i, spin (s i)

/-- The Boltzmann weight of a configuration on the ring, with coupling `K` between cyclic
neighbours and field `h`, both in units of the temperature. -/
def weight (K h : ℝ) {N : ℕ} (s : Fin N → Bool) : ℝ :=
  Real.exp (K * ∑ i, spin (s i) * spin (s (finRotate N i)) + h * totalSpin s)

/-- The partition function of the ring of `N` spins. -/
def partitionFunction (K h : ℝ) (N : ℕ) : ℝ := ∑ s : Fin N → Bool, weight K h s

/-- The thermal average of the total spin on the ring of `N` spins. -/
def magnetization (K h : ℝ) (N : ℕ) : ℝ :=
  (∑ s : Fin N → Bool, totalSpin s * weight K h s) / partitionFunction K h N

/-- The weight of one bond, together with the field energy of its first spin. -/
def bond (K h : ℝ) (a b : Bool) : ℝ := Real.exp (K * (spin a * spin b) + h * spin a)

/-- The candidate for the growth factor of the partition function per added spin. -/
def growth (K h : ℝ) : ℝ :=
  Real.exp K * (Real.cosh h + Real.sqrt (Real.sinh h ^ 2 + Real.exp (-4 * K)))
```

## (a) Sign of the growth factor

Show that $\lambda>0$.

Here $e^K>0$, $\cosh h>0$ and $R\ge0$. The Lean term combines these three facts.

```lean
/-- The growth factor is positive. -/
theorem growth_pos (K h : ℝ) : 0 < growth K h :=
  mul_pos (Real.exp_pos K) (add_pos_of_pos_of_nonneg (Real.cosh_pos h) (Real.sqrt_nonneg _))
```

## (b) Cutting the ring open

For $N=n+1$ spins, show that
$$W=\Big[\prod_{i=0}^{n-1}B(\sigma_i,\sigma_{i+1})\Big]B(\sigma_n,\sigma_0).$$

The exponent is $\sum_i(K\sigma_i\sigma_{i+1}+h\sigma_i)$, and the exponential of a sum is a product. The factor $i=n$ wraps round to site 0; `Fin.prod_univ_castSucc` splits it off.

```lean
/-- The weight of a ring is the product of the bond weights of an open chain and the weight
of the bond that closes it. -/
theorem weight_eq_chain_mul_closing (K h : ℝ) {n : ℕ} (s : Fin (n + 1) → Bool) :
    weight K h s = (∏ i : Fin n, bond K h (s i.castSucc) (s i.succ)) *
      bond K h (s (Fin.last n)) (s 0) := by
  have h0 : weight K h s = ∏ i, bond K h (s i) (s (i + 1)) := by
    simp only [weight, totalSpin, bond, finRotate_apply]
    rw [← Real.exp_sum, Finset.sum_add_distrib, Finset.mul_sum, Finset.mul_sum]
  have h1 : ∀ i : Fin n, i.castSucc + 1 = i.succ := fun i => by simp
  have h2 : Fin.last n + 1 = 0 := by simp
  rw [h0, Fin.prod_univ_castSucc]
  simp only [h1, h2]
```

## (c) Summing an open chain

Let $\sum_a u(a)B(a,b)=r\,u(b)$ for both $b$. Show that
$$\sum_\sigma u(\sigma_0)\prod_{i=0}^{n-1}B(\sigma_i,\sigma_{i+1})=r^n\sum_b u(b).$$

For $n=0$ both sides are $\sum_b u(b)$. With one more bond, sum over $\sigma_0$ first: $\sum_{\sigma_0}u(\sigma_0)B(\sigma_0,\sigma_1)=r\,u(\sigma_1)$ leaves $r$ times the shorter sum. In Lean, `split` separates the first spin and `step` applies the eigenvector equation `hu`.

```lean
/-- If `u` is a left eigenvector of the bond weights with eigenvalue `r`, an open chain with
`n` bonds whose first spin carries the extra weight `u` sums to `r ^ n` times the sum of `u`. -/
theorem chain_sum (K h r : ℝ) (u : Bool → ℝ)
    (hu : ∀ b, ∑ a, u a * bond K h a b = r * u b) (n : ℕ) :
    ∑ s : Fin (n + 1) → Bool, u (s 0) * ∏ i : Fin n, bond K h (s i.castSucc) (s i.succ)
      = r ^ n * ∑ b, u b := by
  induction n with
  | zero =>
    simp only [Finset.univ_eq_empty, Finset.prod_empty, mul_one, pow_zero, one_mul]
    exact (Equiv.funUnique (Fin 1) Bool).sum_comp u
  | succ n ih =>
    -- separate the first spin from the others
    have split : ∀ F : (Fin (n + 1 + 1) → Bool) → ℝ,
        ∑ s, F s = ∑ t : Fin (n + 1) → Bool, ∑ a : Bool, F (Fin.cons a t) := by
      intro F
      rw [← Fintype.sum_prod_type_right' (fun (a : Bool) (t : Fin (n + 1) → Bool) =>
        F (Fin.cons a t))]
      exact ((Fin.consEquiv (fun _ => Bool)).sum_comp F).symm
    have hc : ∀ i : Fin n, i.succ.castSucc = i.castSucc.succ := fun _ => rfl
    have hz : (0 : Fin (n + 1)).castSucc = 0 := rfl
    have step : ∀ t : Fin (n + 1) → Bool,
        ∑ a : Bool, u a * (bond K h a (t 0) *
          ∏ i : Fin n, bond K h (t i.castSucc) (t i.succ))
        = r * (u (t 0) * ∏ i : Fin n, bond K h (t i.castSucc) (t i.succ)) := by
      intro t
      simp only [← mul_assoc]
      rw [← Finset.sum_mul, hu]
    rw [split]
    simp only [Fin.prod_univ_succ, hc, hz, Fin.cons_zero, Fin.cons_succ]
    simp only [step]
    rw [← Finset.mul_sum, ih]
    ring
```

## (d) A positive left eigenvector

Find $u>0$ with $\sum_a u(a)B(a,b)=\lambda u(b)$.

Take $u(+)=e^{-2K-h}$ and $u(-)=R-\sinh h$, positive because $R>|\sinh h|$. For $b=+$,
$$e^{-K}+(R-\sinh h)e^{-K-h}=e^{-K-h}(\cosh h+R)=\lambda u(+).$$
For $b=-$ the left side is $e^{-3K}+(R-\sinh h)e^{K-h}$. Since $\cosh h-e^{-h}=\sinh h$,
$$\lambda u(-)-(R-\sinh h)e^{K-h}=e^K(R^2-\sinh^2h)=e^{-3K}.$$
The two `linear_combination` calls check these identities.

```lean
/-- The bond weights have a strictly positive left eigenvector whose eigenvalue is the
growth factor. -/
theorem exists_positive_eigenvector (K h : ℝ) : ∃ u : Bool → ℝ, (∀ b, 0 < u b) ∧
    ∀ b, ∑ a, u a * bond K h a b = growth K h * u b := by
  have hE : Real.exp (-4 * K) = Real.exp (-K) ^ 4 := by
    rw [← Real.exp_nat_mul]
    congr 1
    push_cast
    ring
  have h1 : Real.exp K * Real.exp (-K) = 1 := by rw [← Real.exp_add]; simp
  have h2 : Real.exp h * Real.exp (-h) = 1 := by rw [← Real.exp_add]; simp
  have h3 := Real.sq_sqrt (show 0 ≤ Real.sinh h ^ 2 + Real.exp (-4 * K) by positivity)
  have h4 : Real.sinh h < Real.sqrt (Real.sinh h ^ 2 + Real.exp (-4 * K)) :=
    Real.lt_sqrt_of_sq_lt (by linarith [Real.exp_pos (-4 * K)])
  have btt : bond K h true true = Real.exp K * Real.exp h := by
    simp [bond, spin, Real.exp_add]
  have bft : bond K h false true = Real.exp (-K) * Real.exp (-h) := by
    simp [bond, spin, Real.exp_add]
  have btf : bond K h true false = Real.exp (-K) * Real.exp h := by
    simp [bond, spin, Real.exp_add]
  have bff : bond K h false false = Real.exp K * Real.exp (-h) := by
    simp [bond, spin, Real.exp_add]
  unfold growth
  generalize Real.sqrt (Real.sinh h ^ 2 + Real.exp (-4 * K)) = R at h3 h4 ⊢
  refine ⟨fun b => cond b (Real.exp (-K) ^ 2 * Real.exp (-h)) (R - Real.sinh h), ?_, ?_⟩
  · intro b
    cases b
    · exact sub_pos.2 h4
    · exact mul_pos (pow_pos (Real.exp_pos _) 2) (Real.exp_pos _)
  · rw [hE] at h3
    intro b
    cases b
    · simp only [Fintype.sum_bool, cond_true, cond_false, btf, bff]
      rw [Real.sinh_eq] at h3 ⊢
      rw [Real.cosh_eq]
      linear_combination (-Real.exp K) * h3 + Real.exp (-K) ^ 3 * h2 - Real.exp (-K) ^ 3 * h1
    · simp only [Fintype.sum_bool, cond_true, cond_false, btt, bft]
      rw [Real.sinh_eq, Real.cosh_eq]
      linear_combination (Real.exp (-K) * Real.exp (-h) * Real.exp h - Real.exp (-K) *
        Real.exp (-h) * ((Real.exp h + Real.exp (-h)) / 2 + R)) * h1
```

## (e) Bounds on the partition function

Find $c,C>0$, independent of $N$, with $c\lambda^N\le Z_N\le C\lambda^N$ for all $N\ge1$.

There are only four pairs $(a,b)$ and all entries are positive, so constants $A,D>0$ exist with $B(a,b)\le A\,u(b)$ and $u(b)\le D\,B(a,b)$; `dom` supplies them. Apply this to the closing bond in (b) and sum by (c). With $U=\sum_b u(b)$,
$$\lambda^{N-1}U/D\le Z_N\le A\lambda^{N-1}U,$$
so $c=U/(D\lambda)$ and $C=AU/\lambda$.

```lean
/-- The partition function of a non-empty ring lies between two positive multiples, independent
of the size, of the growth factor to the power of the number of spins. -/
theorem partitionFunction_bounds (K h : ℝ) : ∃ c > 0, ∃ C > 0, ∀ N : ℕ, 1 ≤ N →
    c * growth K h ^ N ≤ partitionFunction K h N ∧
      partitionFunction K h N ≤ C * growth K h ^ N := by
  have dom : ∀ f g : Bool × Bool → ℝ, (∀ p, 0 < f p) → (∀ p, 0 < g p) →
      ∃ C > 0, ∀ p, f p ≤ C * g p := by
    intro f g hf hg
    refine ⟨∑ p, f p / g p, Finset.sum_pos (fun p _ => div_pos (hf p) (hg p))
      Finset.univ_nonempty, fun p => ?_⟩
    rw [← div_le_iff₀ (hg p)]
    exact Finset.single_le_sum (f := fun p => f p / g p)
      (fun p _ => (div_pos (hf p) (hg p)).le) (Finset.mem_univ p)
  obtain ⟨u, hu, he⟩ := exists_positive_eigenvector K h
  have hb : ∀ a b, 0 < bond K h a b := fun a b => Real.exp_pos _
  -- the closing bond is comparable with the eigenvector
  obtain ⟨C, hC, h1⟩ := dom (fun p => bond K h p.1 p.2) (fun p => u p.2)
    (fun p => hb _ _) (fun p => hu _)
  obtain ⟨D, hD, h2⟩ := dom (fun p => u p.2) (fun p => bond K h p.1 p.2)
    (fun p => hu _) (fun p => hb _ _)
  have hr := growth_pos K h
  have hU : 0 < ∑ b, u b := Finset.sum_pos (fun b _ => hu b) Finset.univ_nonempty
  refine ⟨(∑ b, u b) / (D * growth K h), div_pos hU (mul_pos hD hr),
    C * (∑ b, u b) / growth K h, div_pos (mul_pos hC hU) hr, fun N hN => ?_⟩
  obtain ⟨n, rfl⟩ : ∃ n, N = n + 1 := ⟨N - 1, by omega⟩
  have hs := chain_sum K h _ u he n
  have hP : ∀ s : Fin (n + 1) → Bool,
      0 < ∏ i : Fin n, bond K h (s i.castSucc) (s i.succ) :=
    fun s => Finset.prod_pos (fun i _ => hb _ _)
  constructor
  · have key : growth K h ^ n * ∑ b, u b ≤ D * partitionFunction K h (n + 1) := by
      rw [← hs, partitionFunction, Finset.mul_sum]
      refine Finset.sum_le_sum fun s _ => ?_
      have t : u (s 0) ≤ D * bond K h (s (Fin.last n)) (s 0) := h2 (s (Fin.last n), s 0)
      rw [weight_eq_chain_mul_closing]
      linarith [mul_le_mul_of_nonneg_left t (hP s).le]
    calc _ = growth K h ^ n * (∑ b, u b) / D := by rw [pow_succ]; field_simp
      _ ≤ _ := by rw [div_le_iff₀ hD]; linarith
  · have key : partitionFunction K h (n + 1) ≤ C * (growth K h ^ n * ∑ b, u b) := by
      rw [← hs, partitionFunction, Finset.mul_sum]
      refine Finset.sum_le_sum fun s _ => ?_
      have t : bond K h (s (Fin.last n)) (s 0) ≤ C * u (s 0) := h1 (s (Fin.last n), s 0)
      rw [weight_eq_chain_mul_closing]
      linarith [mul_le_mul_of_nonneg_left t (hP s).le]
    calc _ ≤ C * (growth K h ^ n * ∑ b, u b) := key
      _ = _ := by rw [pow_succ]; field_simp
```

## (f) The limit and its slope

Show that
$$\frac{\log Z_N}{N}\to\log\lambda,\qquad \frac{d\log\lambda}{dh}=\frac{\sinh h}{R},$$
with slope zero at $h=0$.

By (e), $\log Z_N/N$ lies between $\log c/N+\log\lambda$ and $\log C/N+\log\lambda$, which squeeze it. Differentiating, $R'=\sinh h\cosh h/R$, so
$$\lambda'=e^K\sinh h\,\frac{R+\cosh h}{R}=\lambda\,\frac{\sinh h}{R}.$$
The theorem joins the limit (`Tendsto`), the derivative at every $h$ (`HasDerivAt`) and its value at zero.

The theorem is for finite $K$. If $K\to\infty$ at fixed $N$ and $h$, only the two aligned configurations survive in $e^{-KN}Z_N$, which tends to $2\cosh(Nh)$. The logarithm of this, divided by $N$, tends to $|h|$ as $N\to\infty$, which has a kink at $h=0$.

```lean
/-- For every real coupling and field, `log Z_N / N` converges as the ring grows. The limit is
differentiable in the field with derivative `sinh h / sqrt (sinh h ^ 2 + exp (-4 K))`, and its
derivative at zero field is zero. -/
theorem thermodynamic_limit (K : ℝ) :
    (∀ h, Tendsto (fun N : ℕ => Real.log (partitionFunction K h N) / N) atTop
      (𝓝 (Real.log (growth K h)))) ∧
    (∀ h, HasDerivAt (fun x => Real.log (growth K x))
      (Real.sinh h / Real.sqrt (Real.sinh h ^ 2 + Real.exp (-4 * K))) h) ∧
    HasDerivAt (fun x => Real.log (growth K x)) 0 0 := by
  have hder : ∀ h, HasDerivAt (fun x => Real.log (growth K x))
      (Real.sinh h / Real.sqrt (Real.sinh h ^ 2 + Real.exp (-4 * K))) h := by
    intro h
    have hpos : 0 < Real.sinh h ^ 2 + Real.exp (-4 * K) := by positivity
    have hR := (((Real.hasDerivAt_sinh h).fun_pow 2).add_const (Real.exp (-4 * K))).sqrt hpos.ne'
    have hL := (((Real.hasDerivAt_cosh h).fun_add hR).const_mul (Real.exp K)).log
      (growth_pos K h).ne'
    refine hL.congr_deriv ?_
    have hg := (growth_pos K h).ne'
    have hi := mul_inv_cancel₀ (Real.sqrt_pos.2 hpos).ne'
    unfold growth at hg
    rw [div_eq_iff hg]
    push_cast
    linear_combination (-Real.exp K * Real.sinh h) * hi
  refine ⟨fun h => ?_, hder, by simpa using hder 0⟩
  obtain ⟨c, hc, C, hC, hb⟩ := partitionFunction_bounds K h
  have hr := growth_pos K h
  have lim : ∀ a : ℝ, Tendsto (fun N : ℕ => Real.log a / N + Real.log (growth K h)) atTop
      (𝓝 (Real.log (growth K h))) := by
    intro a
    have := (tendsto_const_div_atTop_nhds_zero_nat (Real.log a)).add_const
      (Real.log (growth K h))
    rwa [zero_add] at this
  have hlog : ∀ a : ℝ, 0 < a → ∀ N : ℕ, 1 ≤ N →
      Real.log (a * growth K h ^ N) / N = Real.log a / N + Real.log (growth K h) := by
    intro a ha N hN
    have hN' : (N : ℝ) ≠ 0 := Nat.cast_ne_zero.2 (by omega)
    rw [Real.log_mul ha.ne' (pow_pos hr N).ne', Real.log_pow, add_div,
      mul_div_cancel_left₀ _ hN']
  -- the constants in the bounds disappear after division by the number of spins
  refine tendsto_of_tendsto_of_tendsto_of_le_of_le' (lim c) (lim C) ?_ ?_
  · filter_upwards [eventually_ge_atTop 1] with N hN
    rw [← hlog c hc N hN]
    exact div_le_div_of_nonneg_right
      (Real.log_le_log (mul_pos hc (pow_pos hr N)) (hb N hN).1) (Nat.cast_nonneg N)
  · filter_upwards [eventually_ge_atTop 1] with N hN
    rw [← hlog C hC N hN]
    exact div_le_div_of_nonneg_right
      (Real.log_le_log (lt_of_lt_of_le (mul_pos hc (pow_pos hr N)) (hb N hN).1) (hb N hN).2)
      (Nat.cast_nonneg N)
```

## (g) A tangent below the logarithm

For any real $\delta$, show that
$$\log Z_N(h+\delta)\ge\log Z_N(h)+\delta M_N(h).$$

With averages taken at $h$, and $e^x\ge1+x$,
$$\frac{Z_N(h+\delta)}{Z_N(h)}=e^{\delta M_N}\langle e^{\delta(S-M_N)}\rangle\ge e^{\delta M_N}\langle1+\delta(S-M_N)\rangle=e^{\delta M_N}.$$
Take logarithms. Lean proves the inequality configuration by configuration, then sums.

```lean
/-- As a function of the field, `log Z_N` lies on or above the line through its value at `h` whose
slope is the magnetization at `h`. -/
theorem log_partitionFunction_tangent (K h δ : ℝ) (N : ℕ) :
    Real.log (partitionFunction K h N) + δ * magnetization K h N
      ≤ Real.log (partitionFunction K (h + δ) N) := by
  have hZ : 0 < partitionFunction K h N :=
    Finset.sum_pos (fun s _ => Real.exp_pos _) Finset.univ_nonempty
  have hm : ∑ s : Fin N → Bool, totalSpin s * weight K h s
      = magnetization K h N * partitionFunction K h N := (div_mul_cancel₀ _ hZ.ne').symm
  generalize magnetization K h N = m at hm ⊢
  have key : Real.exp (δ * m) * partitionFunction K h N ≤ partitionFunction K (h + δ) N := by
    calc Real.exp (δ * m) * partitionFunction K h N
        = ∑ s : Fin N → Bool, (Real.exp (δ * m) * (1 - δ * m) * weight K h s
            + Real.exp (δ * m) * δ * (totalSpin s * weight K h s)) := by
          rw [Finset.sum_add_distrib, ← Finset.mul_sum, ← Finset.mul_sum, hm]
          change _ = Real.exp (δ * m) * (1 - δ * m) * partitionFunction K h N + _
          ring
      _ ≤ partitionFunction K (h + δ) N := by
          refine Finset.sum_le_sum fun s _ => ?_
          have hw : weight K (h + δ) s = weight K h s *
              (Real.exp (δ * m) * Real.exp (δ * (totalSpin s - m))) := by
            simp only [weight]
            rw [← Real.exp_add, ← Real.exp_add]
            congr 1
            ring
          have hp : 0 ≤ weight K h s * Real.exp (δ * m) :=
            (mul_pos (Real.exp_pos _) (Real.exp_pos _)).le
          rw [hw]
          linarith [mul_le_mul_of_nonneg_left
            (Real.add_one_le_exp (δ * (totalSpin s - m))) hp]
  have hl := Real.log_le_log (mul_pos (Real.exp_pos _) hZ) key
  rw [Real.log_mul (Real.exp_pos _).ne' hZ.ne', Real.log_exp] at hl
  linarith
```

## (h) Magnetization per spin

Show that $M_N/N\to\sinh h/R$.

Divide (g) by $N\delta$. For $\delta>0$ the difference quotient of $\log Z_N/N$ bounds $M_N/N$ from above, and for $\delta<0$ from below. Given a tolerance, fix one small $\delta$ of each sign for which the quotient of $\log\lambda$ is that close to $\sinh h/R$, by (f). For large $N$ the finite-ring quotients are too. `tendsto_order` separates the two bounds.

For this classical nearest-neighbour ring, the formula gives a large-$N$ reference value for Monte Carlo magnetizations. Whether the model describes a given magnetic material is a separate question: it assumes classical two-valued moments, equal Ising couplings between neighbours along the chain and no others, and a uniform field along the axis of the moments.

```lean
/-- The thermal magnetization per spin of the finite ring converges, as the ring grows, to
`sinh h / sqrt (sinh h ^ 2 + exp (-4 K))`. -/
theorem magnetization_per_spin_tendsto (K h : ℝ) :
    Tendsto (fun N : ℕ => magnetization K h N / N) atTop
      (𝓝 (Real.sinh h / Real.sqrt (Real.sinh h ^ 2 + Real.exp (-4 * K)))) := by
  obtain ⟨hlim, hder, -⟩ := thermodynamic_limit K
  have hs := hasDerivAt_iff_tendsto_slope_zero.1 (hder h)
  simp only [smul_eq_mul] at hs
  have hq : ∀ δ : ℝ, Tendsto (fun N : ℕ => δ⁻¹ * (Real.log (partitionFunction K (h + δ) N) / N
      - Real.log (partitionFunction K h N) / N)) atTop
      (𝓝 (δ⁻¹ * (Real.log (growth K (h + δ)) - Real.log (growth K h)))) :=
    fun δ => ((hlim (h + δ)).sub (hlim h)).const_mul δ⁻¹
  have ht : ∀ (δ : ℝ) (N : ℕ), δ * (magnetization K h N / N) ≤
      Real.log (partitionFunction K (h + δ) N) / N - Real.log (partitionFunction K h N) / N := by
    intro δ N
    have := div_le_div_of_nonneg_right (log_partitionFunction_tangent K h δ N)
      (Nat.cast_nonneg (α := ℝ) N)
    rw [add_div, mul_div_assoc] at this
    linarith
  refine tendsto_order.2 ⟨fun a ha => ?_, fun a ha => ?_⟩
  · -- a small negative change of field bounds the magnetization from below
    have hs' := hs.mono_left (nhdsWithin_mono (0 : ℝ)
      (fun x (hx : x ∈ Set.Iio (0 : ℝ)) => ne_of_lt hx))
    obtain ⟨δ, h1, h2⟩ := ((hs'.eventually (lt_mem_nhds ha)).and self_mem_nhdsWithin).exists
    have hδ : δ < 0 := h2
    filter_upwards [(hq δ).eventually (lt_mem_nhds h1)] with N hN
    have := mul_le_mul_of_nonpos_left (ht δ N) (inv_lt_zero.2 hδ).le
    rw [inv_mul_cancel_left₀ hδ.ne] at this
    exact lt_of_lt_of_le hN this
  · -- a small positive change of field bounds it from above
    have hs' := hs.mono_left (nhdsWithin_mono (0 : ℝ)
      (fun x (hx : x ∈ Set.Ioi (0 : ℝ)) => ne_of_gt hx))
    obtain ⟨δ, h1, h2⟩ := ((hs'.eventually (gt_mem_nhds ha)).and self_mem_nhdsWithin).exists
    have hδ : 0 < δ := h2
    filter_upwards [(hq δ).eventually (gt_mem_nhds h1)] with N hN
    have := mul_le_mul_of_nonneg_left (ht δ N) (inv_pos.2 hδ).le
    rw [inv_mul_cancel_left₀ hδ.ne'] at this
    exact lt_of_le_of_lt this hN

end

end IsingRing
```

```lean
#print axioms IsingRing.magnetization_per_spin_tendsto
```

```
'IsingRing.magnetization_per_spin_tendsto' depends on axioms: [propext, Classical.choice, Quot.sound]
```
